# No sign table reproduces the six products of the Peres–Mermin square

Nine two-qubit Pauli products can be arranged in a three-by-three square so that the entries of each row and each column commute. The three rows and the first two columns multiply to the identity, and the third column multiplies to minus the identity. No table of nine signs has these six products. The square is

$$
\begin{pmatrix}
X\otimes I & I\otimes X & X\otimes X\\
I\otimes Y & Y\otimes I & Y\otimes Y\\
X\otimes Y & Y\otimes X & Z\otimes Z
\end{pmatrix}.
$$

The physical question is whether each observable could carry a value $\pm1$ before measurement, the same value whichever compatible observables are measured with it. For two qubits and these nine observables, the answer is no if the values must multiply as the operators do. No particular state enters the argument.

## Two qubits and the nine observables

The operators act on $\mathbb C^2\otimes\mathbb C^2$, so they are $4\times4$ complex matrices. A basis vector is labelled by a pair of bits, one per qubit.

In Lean 4 with Mathlib:

```lean
import Mathlib

open Matrix
open scoped Kronecker

namespace PeresMermin

noncomputable section

/-- Operators on two qubits, as matrices in the product basis. -/
abbrev Op := Matrix (Fin 2 × Fin 2) (Fin 2 × Fin 2) ℂ
```

The Pauli matrices are, with $\mathrm i$ the imaginary unit,

$$
X=\begin{pmatrix}0&1\\1&0\end{pmatrix},\quad
Y=\begin{pmatrix}0&-\mathrm i\\ \mathrm i&0\end{pmatrix},\quad
Z=\begin{pmatrix}1&0\\0&-1\end{pmatrix}.
$$

```lean
/-- The Pauli matrix X. -/
def X : Matrix (Fin 2) (Fin 2) ℂ := !![0, 1; 1, 0]

/-- The Pauli matrix Y. -/
def Y : Matrix (Fin 2) (Fin 2) ℂ := !![0, -Complex.I; Complex.I, 0]

/-- The Pauli matrix Z. -/
def Z : Matrix (Fin 2) (Fin 2) ℂ := !![1, 0; 0, -1]
```

Write $A_{ij}$ for the cell in row $i$ and column $j$, with both indices running over $0,1,2$. The "third column" is therefore $j=2$.

```lean
/-- The Peres-Mermin square: nine two-qubit operators, indexed by row and column. -/
def square : Fin 3 → Fin 3 → Op :=
  ![![X ⊗ₖ 1, 1 ⊗ₖ X, X ⊗ₖ X],
    ![1 ⊗ₖ Y, Y ⊗ₖ 1, Y ⊗ₖ Y],
    ![X ⊗ₖ Y, Y ⊗ₖ X, Z ⊗ₖ Z]]
```

In the code `⊗ₖ` is the Kronecker product, whose left factor acts on the first qubit. The identity $I$ is written `1` at either size, while `Complex.I` is the imaginary unit.

A row or column is called a context: a set of observables that can be measured together. For a table $a$ of numbers or operators, let

$$
\Sigma(a)=\sum_{i=0}^{2}a_{i0}a_{i1}a_{i2}+a_{00}a_{10}a_{20}+a_{01}a_{11}a_{21}-a_{02}a_{12}a_{22}.
$$

```lean
/-- The sum of the three row products and the first two column products, minus the third
column product, for a three by three table of numbers or operators. -/
def contextSum {R : Type*} [Ring R] (a : Fin 3 → Fin 3 → R) : R :=
  a 0 0 * a 0 1 * a 0 2 + a 1 0 * a 1 1 * a 1 2 + a 2 0 * a 2 1 * a 2 2
    + a 0 0 * a 1 0 * a 2 0 + a 0 1 * a 1 1 * a 2 1 - a 0 2 * a 1 2 * a 2 2
```

Defining `contextSum` over any ring lets the same expression serve for integer signs and for operators.

## Pauli algebra in each context

Multiplying the matrices gives, for example,

$$
XY=\begin{pmatrix}\mathrm i&0\\0&-\mathrm i\end{pmatrix}=\mathrm iZ,\qquad
YX=\begin{pmatrix}-\mathrm i&0\\0&\mathrm i\end{pmatrix}=-\mathrm iZ.
$$

Likewise $YZ=\mathrm iX=-ZY$ and $ZX=\mathrm iY=-XZ$, and each matrix squares to $I$.

```lean
/-- The multiplication table of the Pauli matrices. -/
theorem pauli_mul :
    X * X = 1 ∧ Y * Y = 1 ∧ Z * Z = 1 ∧
    X * Y = Complex.I • Z ∧ Y * X = (-Complex.I) • Z ∧
    Y * Z = Complex.I • X ∧ Z * Y = (-Complex.I) • X ∧
    Z * X = Complex.I • Y ∧ X * Z = (-Complex.I) • Y := by
  refine ⟨?_, ?_, ?_, ?_, ?_, ?_, ?_, ?_, ?_⟩ <;> ext i j <;> fin_cases i <;> fin_cases j <;>
    simp [X, Y, Z, Matrix.mul_apply, Fin.sum_univ_succ]
```

The proof compares the matrices entry by entry. The cells themselves are read off from the square.

```lean
/-- The nine cells of the square, written out. -/
theorem cells :
    square 0 0 = X ⊗ₖ 1 ∧ square 0 1 = 1 ⊗ₖ X ∧ square 0 2 = X ⊗ₖ X ∧
    square 1 0 = 1 ⊗ₖ Y ∧ square 1 1 = Y ⊗ₖ 1 ∧ square 1 2 = Y ⊗ₖ Y ∧
    square 2 0 = X ⊗ₖ Y ∧ square 2 1 = Y ⊗ₖ X ∧ square 2 2 = Z ⊗ₖ Z :=
  ⟨rfl, rfl, rfl, rfl, rfl, rfl, rfl, rfl, rfl⟩
```

Since $(P\otimes Q)^\dagger=P^\dagger\otimes Q^\dagger$ and $X,Y,Z,I$ are Hermitian, every cell is Hermitian. The mixed-product rule $(P\otimes Q)(P'\otimes Q')=PP'\otimes QQ'$ gives $A_{ij}^2=P^2\otimes Q^2=I$. Each cell is thus an observable with eigenvalues in $\{1,-1\}$.

```lean
/-- Each cell of the square is a Hermitian operator whose square is the identity. -/
theorem square_observable (i j : Fin 3) :
    (square i j).IsHermitian ∧ square i j * square i j = 1 := by
  have hX : Xᴴ = X := by
    ext i j; fin_cases i <;> fin_cases j <;> simp [X]
  have hY : Yᴴ = Y := by
    ext i j; fin_cases i <;> fin_cases j <;> simp [Y]
  have hZ : Zᴴ = Z := by
    ext i j; fin_cases i <;> fin_cases j <;> simp [Z]
  have idx : ∀ n : Fin 3, n = 0 ∨ n = 1 ∨ n = 2 := by decide
  rcases idx i with rfl | rfl | rfl <;> rcases idx j with rfl | rfl | rfl <;>
    simp only [Matrix.IsHermitian, cells, Matrix.conjTranspose_kronecker,
      Matrix.conjTranspose_one, hX, hY, hZ, ← Matrix.mul_kronecker_mul, pauli_mul, one_mul,
      Matrix.one_kronecker_one, and_self]
```

The nine cases are separated by `rcases`. Hermiticity follows from `Matrix.conjTranspose_kronecker` and the Hermiticity of each factor. For the squares, the rewrite `← Matrix.mul_kronecker_mul` is the mixed-product rule, which reduces them to the Pauli table.

In rows 0 and 1 and columns 0 and 1, two cells have on each qubit either equal factors or an identity, so they commute. In row 2 and column 2, two different cells have anticommuting factors on both qubits, and the signs cancel:

$$
(P\otimes Q)(P'\otimes Q')=(-P'P)\otimes(-Q'Q)=(P'\otimes Q')(P\otimes Q).
$$

```lean
/-- Any two cells in the same row commute, and so do any two cells in the same column. -/
theorem square_commute (i j k : Fin 3) :
    square i j * square i k = square i k * square i j ∧
    square j i * square k i = square k i * square j i := by
  have idx : ∀ n : Fin 3, n = 0 ∨ n = 1 ∨ n = 2 := by decide
  rcases idx i with rfl | rfl | rfl <;> rcases idx j with rfl | rfl | rfl <;>
    rcases idx k with rfl | rfl | rfl <;>
    simp only [cells, ← Matrix.mul_kronecker_mul, pauli_mul, one_mul, mul_one, and_self,
      Matrix.smul_kronecker, Matrix.kronecker_smul, smul_smul, mul_neg, neg_mul, neg_neg]
```

The first half of the statement concerns cells $j,k$ of row $i$, the second cells $j,k$ of column $i$.

The row products are

$$
\begin{aligned}
(X\otimes I)(I\otimes X)(X\otimes X)&=X^2\otimes X^2=I,\\
(I\otimes Y)(Y\otimes I)(Y\otimes Y)&=Y^2\otimes Y^2=I,\\
(X\otimes Y)(Y\otimes X)(Z\otimes Z)&=(\mathrm iZ\otimes(-\mathrm i)Z)(Z\otimes Z)=Z^2\otimes Z^2=I.
\end{aligned}
$$

```lean
/-- The product of the three cells in each row is the identity. -/
theorem row_product (i : Fin 3) : square i 0 * square i 1 * square i 2 = 1 := by
  have idx : ∀ n : Fin 3, n = 0 ∨ n = 1 ∨ n = 2 := by decide
  rcases idx i with rfl | rfl | rfl <;> simp only [cells] <;>
    simp only [← Matrix.mul_kronecker_mul, pauli_mul, one_mul, mul_one,
      Matrix.smul_kronecker, Matrix.kronecker_smul, smul_smul, neg_mul, neg_neg,
      Complex.I_mul_I, one_smul, Matrix.one_kronecker_one]
```

For the columns,

$$
\begin{aligned}
(X\otimes I)(I\otimes Y)(X\otimes Y)&=X^2\otimes Y^2=I,\\
(I\otimes X)(Y\otimes I)(Y\otimes X)&=Y^2\otimes X^2=I,\\
(X\otimes X)(Y\otimes Y)(Z\otimes Z)&=(\mathrm iZ\otimes\mathrm iZ)(Z\otimes Z)=-I.
\end{aligned}
$$

The last line has $\mathrm i\cdot\mathrm i=-1$ where row 2 had $\mathrm i\cdot(-\mathrm i)=1$.

```lean
/-- The products of the first two columns are the identity, and that of the third column is
minus the identity. -/
theorem column_product :
    square 0 0 * square 1 0 * square 2 0 = 1 ∧
    square 0 1 * square 1 1 * square 2 1 = 1 ∧
    square 0 2 * square 1 2 * square 2 2 = -1 := by
  refine ⟨?_, ?_, ?_⟩ <;> simp only [cells] <;>
    simp only [← Matrix.mul_kronecker_mul, pauli_mul, one_mul, mul_one,
      Matrix.smul_kronecker, Matrix.kronecker_smul, smul_smul, Matrix.smul_mul,
      Complex.I_mul_I, Matrix.one_kronecker_one]
  -- only the third column is left, with the scalar -1 in front
  simp only [neg_smul, one_smul]
```

## Counting the nine values twice

Suppose numbers $s_{ij}$ satisfy

$$
A_{i0}A_{i1}A_{i2}=s_{i0}s_{i1}s_{i2}\,I,\qquad
A_{0j}A_{1j}A_{2j}=s_{0j}s_{1j}s_{2j}\,I
$$

for every $i$ and $j$. The operator products fix the row products of $s$ as $1,1,1$ and its column products as $1,1,-1$. Multiplying all nine numbers by rows and then by columns gives

$$
1=\prod_{i}\prod_{j}s_{ij}=\prod_{j}\prod_{i}s_{ij}=-1,
$$

a contradiction.

```lean
/-- No assignment of complex numbers, in particular of signs, to the nine cells reproduces the
three row products and the three column products of the operators. -/
theorem no_value_assignment :
    ¬ ∃ s : Fin 3 → Fin 3 → ℂ,
      (∀ i, square i 0 * square i 1 * square i 2 = (s i 0 * s i 1 * s i 2) • (1 : Op)) ∧
      (∀ j, square 0 j * square 1 j * square 2 j = (s 0 j * s 1 j * s 2 j) • (1 : Op)) := by
  rintro ⟨s, hr, hc⟩
  -- a multiple of the identity determines its factor
  have key : ∀ c d : ℂ, d • (1 : Op) = c • (1 : Op) → c = d := by
    intro c d h
    have h0 := congrFun (congrFun h (0, 0)) (0, 0)
    simp only [Matrix.smul_apply, Matrix.one_apply_eq, smul_eq_mul, mul_one] at h0
    exact h0.symm
  have R : ∀ i, s i 0 * s i 1 * s i 2 = 1 := fun i =>
    key _ 1 (by rw [← hr i, row_product, one_smul])
  have C0 : s 0 0 * s 1 0 * s 2 0 = 1 :=
    key _ 1 (by rw [← hc 0, column_product.1, one_smul])
  have C1 : s 0 1 * s 1 1 * s 2 1 = 1 :=
    key _ 1 (by rw [← hc 1, column_product.2.1, one_smul])
  have C2 : s 0 2 * s 1 2 * s 2 2 = -1 :=
    key _ (-1) (by rw [← hc 2, column_product.2.2, neg_smul, one_smul])
  -- multiply all nine numbers, by rows and by columns
  have h : (s 0 0 * s 0 1 * s 0 2) * (s 1 0 * s 1 1 * s 1 2) * (s 2 0 * s 2 1 * s 2 2)
      = (s 0 0 * s 1 0 * s 2 0) * (s 0 1 * s 1 1 * s 2 1) * (s 0 2 * s 1 2 * s 2 2) := by
    ring
  rw [R 0, R 1, R 2, C0, C1, C2] at h
  norm_num at h
```

The theorem excludes complex tables, and sign tables are a special case. The local fact `key` extracts the scalar from a multiple of the identity by comparing one diagonal entry; `ring` then proves that the two ways of grouping the nine factors agree.

The same contradiction applies to a rule $v$ that gives every operator a value. Commuting observables have joint outcomes whose product is the outcome of the product observable, which motivates $v(AB)=v(A)v(B)$ for commuting Hermitian $A,B$. The condition $v(-I)=-1$ says that the observable $-I$ has only the outcome $-1$; without it, the constant function $v=1$ would qualify. From these,

$$
v(I)=v\big((-I)(-I)\big)=(-1)^2=1.
$$

If $A,B,C$ are Hermitian and commute pairwise, then $(AB)^\dagger=BA=AB$, and $AB$ commutes with $C$. Hence $v(ABC)=v(AB)v(C)=v(A)v(B)v(C)$. Setting $s_{ij}=v(A_{ij})$ would reproduce all six products, which has just been excluded.

```lean
/-- No complex-valued function on two-qubit operators is multiplicative on commuting Hermitian
pairs and gives minus the identity the value -1. -/
theorem no_multiplicative_valuation :
    ¬ ∃ v : Op → ℂ, v (-1) = -1 ∧
      ∀ A B : Op, A.IsHermitian → B.IsHermitian → A * B = B * A → v (A * B) = v A * v B := by
  rintro ⟨v, hneg, hv⟩
  have hone : v 1 = 1 := by
    have hH : (-1 : Op).IsHermitian := by
      simp [Matrix.IsHermitian]
    have h := hv (-1) (-1) hH hH rfl
    rw [hneg, neg_mul_neg, neg_mul_neg, one_mul, one_mul] at h
    exact h
  -- multiplicativity extends to three commuting observables
  have triple : ∀ A B C : Op, A.IsHermitian → B.IsHermitian → C.IsHermitian →
      A * B = B * A → A * C = C * A → B * C = C * B → v (A * B * C) = v A * v B * v C := by
    intro A B C hA hB hC hAB hAC hBC
    have hH : (A * B).IsHermitian := by
      unfold Matrix.IsHermitian
      rw [Matrix.conjTranspose_mul, hA.eq, hB.eq, hAB]
    have hcomm : A * B * C = C * (A * B) := by
      rw [mul_assoc, hBC, ← mul_assoc, hAC, mul_assoc]
    rw [hv _ _ hH hC hcomm, hv _ _ hA hB hAB]
  have H := fun i j => (square_observable i j).1
  refine no_value_assignment ⟨fun i j => v (square i j), fun i => ?_, fun j => ?_⟩
  · rw [← triple _ _ _ (H i 0) (H i 1) (H i 2) (square_commute i 0 1).1
      (square_commute i 0 2).1 (square_commute i 1 2).1, row_product, hone, one_smul]
  · rw [← triple _ _ _ (H 0 j) (H 1 j) (H 2 j) (square_commute j 0 1).2
      (square_commute j 0 2).2 (square_commute j 1 2).2]
    obtain ⟨c0, c1, c2⟩ := column_product
    have idx : ∀ n : Fin 3, n = 0 ∨ n = 1 ∨ n = 2 := by decide
    rcases idx j with rfl | rfl | rfl
    · rw [c0, hone, one_smul]
    · rw [c1, hone, one_smul]
    · rw [c2, hneg, neg_smul, one_smul]
```

Here `triple` is the three-factor rule, and `square_commute` supplies its commutation conditions. Neither linearity of $v$ nor real values are assumed.

## Four for signs, six for operators

For a sign table, let $r_i$ be the product of row $i$ and $c_j$ that of column $j$. These six signs obey $r_0r_1r_2=c_0c_1c_2$, and

$$
\Sigma(s)=r_0+r_1+r_2+c_0+c_1-c_2 .
$$

The value 6 would need $r_0=r_1=r_2=c_0=c_1=1$ and $c_2=-1$, hence $1=-1$. A sum of six signs that is not 6 is at most 4. The table with every entry $+1$ reaches $5-1=4$.

```lean
/-- Over all assignments of signs to the nine cells, the greatest value of the context sum
is 4. -/
theorem classical_bound :
    IsGreatest {w : ℤ | ∃ s : Fin 3 → Fin 3 → ℤ,
      (∀ i j, s i j = 1 ∨ s i j = -1) ∧ contextSum s = w} 4 := by
  constructor
  · exact ⟨fun _ _ => 1, fun _ _ => Or.inl rfl, by norm_num [contextSum]⟩
  · rintro w ⟨s, hs, rfl⟩
    have sign : ∀ a b c : ℤ, (a = 1 ∨ a = -1) → (b = 1 ∨ b = -1) → (c = 1 ∨ c = -1) →
        (a * b * c = 1 ∨ a * b * c = -1) := by
      rintro a b c (rfl | rfl) (rfl | rfl) (rfl | rfl) <;> norm_num
    -- six signs with equal row and column products cannot all be favourable
    have bound : ∀ a b c d e f : ℤ, (a = 1 ∨ a = -1) → (b = 1 ∨ b = -1) →
        (c = 1 ∨ c = -1) → (d = 1 ∨ d = -1) → (e = 1 ∨ e = -1) → (f = 1 ∨ f = -1) →
        a * b * c = d * e * f → a + b + c + d + e - f ≤ 4 := by
      rintro a b c d e f (rfl | rfl) (rfl | rfl) (rfl | rfl) (rfl | rfl) (rfl | rfl)
        (rfl | rfl) h <;> omega
    unfold contextSum
    exact bound _ _ _ _ _ _ (sign _ _ _ (hs 0 0) (hs 0 1) (hs 0 2))
      (sign _ _ _ (hs 1 0) (hs 1 1) (hs 1 2)) (sign _ _ _ (hs 2 0) (hs 2 1) (hs 2 2))
      (sign _ _ _ (hs 0 0) (hs 1 0) (hs 2 0)) (sign _ _ _ (hs 0 1) (hs 1 1) (hs 2 1))
      (sign _ _ _ (hs 0 2) (hs 1 2) (hs 2 2)) (by ring)
```

`IsGreatest` states both that 4 is attained and that no sign table exceeds it. The helper `bound` runs through the possible context signs, and `ring` supplies the equality of row and column products.

As a numerical instance, take

$$
s=\begin{pmatrix}1&-1&-1\\-1&1&-1\\-1&-1&1\end{pmatrix}.
$$

All rows and columns multiply to $1$, so $\Sigma(s)=1+1+1+1+1-1=4$, and only the third column disagrees with the operators. Changing $s_{22}$ to $-1$ repairs that column but spoils the third row: $\Sigma(s)=1+1-1+1+1-(-1)=4$ again.

For the operators, the computed products give

$$
\Sigma(A)=I+I+I+I+I-(-I)=6I .
$$

```lean
/-- For the operators of the Peres-Mermin square the context sum is six times the identity. -/
theorem quantum_value : contextSum square = (6 : ℂ) • (1 : Op) := by
  obtain ⟨c0, c1, c2⟩ := column_product
  unfold contextSum
  rw [row_product 0, row_product 1, row_product 2, c0, c1, c2]
  module

end

end PeresMermin
```

Every two-qubit density operator $\rho$ therefore gives $\operatorname{tr}(\rho\,\Sigma(A))=6$, while a probabilistic mixture of sign tables averages to at most 4; both follow from the theorems by linearity. The bound resembles a Bell inequality, but it rests on values independent of context, not on locality between distant parties.

To apply it to an experiment, one must also establish that the apparatus measuring a cell within its row measures the same observable as the one measuring it within its column. The matrices take this identification for granted by using one operator for both.

```lean
#print axioms PeresMermin.no_multiplicative_valuation
#print axioms PeresMermin.classical_bound
#print axioms PeresMermin.quantum_value
```

```
'PeresMermin.no_multiplicative_valuation' depends on axioms: [propext, Classical.choice, Quot.sound]
'PeresMermin.classical_bound' depends on axioms: [propext, Quot.sound]
'PeresMermin.quantum_value' depends on axioms: [propext, Classical.choice, Quot.sound]
```
